# For a positive semidefinite two-particle matrix, the exchange trace equals minus the trace exactly when the matrix is antisymmetric under exchange within each pair

The two-particle density matrix is modelled as a complex matrix D on ordered orbital pairs, with ij and ji as separate indices and the pairs ii included, so that antisymmetry, a change of sign when the two labels of a row or column pair are exchanged, is a property to test and is not built into the index set. If D is positive semidefinite, a single number decides the question: the sum of D(ij,ji) over all i and j, compared with the trace.

In Lean 4 with Mathlib:

```lean
import Mathlib

open Matrix
open scoped ComplexOrder

namespace ExchangeTraceTest

noncomputable section

variable {n : Type*} [Fintype n] [DecidableEq n]

/-- The exchange trace `∑ D(ij,ji)` of a matrix on ordered orbital pairs. -/
def exchangeTrace (D : Matrix (n × n) (n × n) ℂ) : ℂ :=
  ∑ i, ∑ j, D (i, j) (j, i)

/-- `D` changes sign when the two orbitals of its row pair, or of its column pair,
are exchanged. -/
def PairAntisymmetric (D : Matrix (n × n) (n × n) ℂ) : Prop :=
  ∀ i j p, D (j, i) p = -D (i, j) p ∧ D p (j, i) = -D p (i, j)

/-- `D` is unchanged when the two orbitals of its row pair, or of its column pair,
are exchanged. -/
def PairSymmetric (D : Matrix (n × n) (n × n) ℂ) : Prop :=
  ∀ i j p, D (j, i) p = D (i, j) p ∧ D p (j, i) = D p (i, j)

/-- The unnormalised two-particle vector `e_ij + s e_ji`. -/
def pairVec (s : ℝ) (i j : n) : n × n → ℂ :=
  fun p => (if p = (i, j) then 1 else 0) + (s : ℂ) * (if p = (j, i) then 1 else 0)

/-- Applying `D` to `e_ij + s e_ji` combines the two columns `ij` and `ji`. -/
theorem mulVec_pairVec (D : Matrix (n × n) (n × n) ℂ) (s : ℝ) (i j : n) (p : n × n) :
    (D *ᵥ pairVec s i j) p = D p (i, j) + D p (j, i) * (s : ℂ) := by
  simp [pairVec, Matrix.mulVec, dotProduct, mul_add, Finset.sum_add_distrib]

/-- For `s = ±1`, the quadratic forms `⟨v, D v⟩` of the unnormalised vectors `v = e_ij + s e_ji`,
summed over all `i` and `j`, give twice the trace plus `2 s` times the exchange trace. -/
theorem sum_expectation (D : Matrix (n × n) (n × n) ℂ) (s : ℝ) (hs : s ^ 2 = 1) :
    ∑ i, ∑ j, star (pairVec s i j) ⬝ᵥ (D *ᵥ pairVec s i j)
      = 2 * (D.trace + (s : ℂ) * exchangeTrace D) := by
  have hs' : (s : ℂ) ^ 2 = 1 := by exact_mod_cast hs
  -- one quadratic form, written in matrix elements
  have quad : ∀ i j : n, star (pairVec s i j) ⬝ᵥ (D *ᵥ pairVec s i j)
      = D (i, j) (i, j) + D (j, i) (j, i)
        + (s : ℂ) * (D (i, j) (j, i) + D (j, i) (i, j)) := by
    intro i j
    have hstar : star (pairVec s i j) = pairVec s i j := by
      ext p
      simp only [pairVec, Pi.star_apply]
      split_ifs <;> simp
    have hdot : ∀ w : n × n → ℂ,
        pairVec s i j ⬝ᵥ w = w (i, j) + (s : ℂ) * w (j, i) := by
      intro w
      simp [pairVec, dotProduct, add_mul, Finset.sum_add_distrib]
    rw [hstar, hdot, mulVec_pairVec, mulVec_pairVec]
    linear_combination D (j, i) (j, i) * hs'
  -- relabelling i ↔ j
  have h0 : ∑ i, ∑ j, D (i, j) (i, j) = D.trace := by
    simp [Matrix.trace, Fintype.sum_prod_type]
  have h1 : ∑ i, ∑ j, D (j, i) (j, i) = D.trace := by
    rw [← h0]
    exact Finset.sum_comm
  have h2 : ∑ i, ∑ j, D (i, j) (j, i) = exchangeTrace D := rfl
  have h3 : ∑ i, ∑ j, D (j, i) (i, j) = exchangeTrace D := by
    unfold exchangeTrace
    exact Finset.sum_comm
  simp only [quad, Finset.sum_add_distrib, ← Finset.mul_sum]
  rw [h0, h1, h2, h3]
  ring

omit [DecidableEq n] in
/-- The exchange trace of a Hermitian matrix is real. -/
theorem exchangeTrace_im {D : Matrix (n × n) (n × n) ℂ} (hD : D.IsHermitian) :
    (exchangeTrace D).im = 0 := by
  have h : star (exchangeTrace D) = exchangeTrace D := by
    unfold exchangeTrace
    simp only [star_sum, hD.apply]
    exact Finset.sum_comm
  exact Complex.conj_eq_iff_im.mp h

/-- For positive semidefinite `D` and `s = ±1`, the trace plus `s` times the exchange
trace has nonnegative real part. -/
theorem trace_add_exchange_nonneg {D : Matrix (n × n) (n × n) ℂ} (hD : D.PosSemidef)
    (s : ℝ) (hs : s ^ 2 = 1) : 0 ≤ (D.trace + (s : ℂ) * exchangeTrace D).re := by
  have h : 0 ≤ ∑ i, ∑ j, star (pairVec s i j) ⬝ᵥ (D *ᵥ pairVec s i j) :=
    Finset.sum_nonneg fun i _ => Finset.sum_nonneg fun j _ =>
      hD.dotProduct_mulVec_nonneg _
  rw [sum_expectation D s hs] at h
  have h' := (Complex.le_def.mp h).1
  have h2 : (2 * (D.trace + (s : ℂ) * exchangeTrace D)).re
      = 2 * (D.trace + (s : ℂ) * exchangeTrace D).re := by
    rw [two_mul, Complex.add_re, two_mul]
  rw [h2, Complex.zero_re] at h'
  linarith

/-- For positive semidefinite `D` and `s = ±1`, the trace plus `s` times the exchange
trace vanishes exactly when column `ij` plus `s` times column `ji` vanishes for all `i, j`. -/
theorem trace_add_exchange_eq_zero_iff {D : Matrix (n × n) (n × n) ℂ}
    (hD : D.PosSemidef) (s : ℝ) (hs : s ^ 2 = 1) :
    D.trace + (s : ℂ) * exchangeTrace D = 0 ↔
      ∀ i j p, D p (i, j) + D p (j, i) * (s : ℂ) = 0 := by
  have hsum := sum_expectation D s hs
  have hpos : ∀ i j : n, 0 ≤ star (pairVec s i j) ⬝ᵥ (D *ᵥ pairVec s i j) :=
    fun i j => hD.dotProduct_mulVec_nonneg _
  constructor
  · intro h i j p
    rw [h, mul_zero] at hsum
    -- a vanishing sum of nonnegative terms has vanishing terms
    have hi := (Finset.sum_eq_zero_iff_of_nonneg
      (fun i _ => Finset.sum_nonneg fun j _ => hpos i j)).mp hsum i (Finset.mem_univ i)
    have hij := (Finset.sum_eq_zero_iff_of_nonneg
      (fun j _ => hpos i j)).mp hi j (Finset.mem_univ j)
    -- positivity: a zero quadratic form means that `D` annihilates the vector
    have hv := (hD.dotProduct_mulVec_zero_iff _).mp hij
    rw [← mulVec_pairVec, hv, Pi.zero_apply]
  · intro h
    have hv : ∀ i j : n, D *ᵥ pairVec s i j = 0 := by
      intro i j
      ext p
      rw [mulVec_pairVec, h i j p, Pi.zero_apply]
    simp only [hv, dotProduct_zero, Finset.sum_const_zero] at hsum
    exact (mul_eq_zero.mp hsum.symm).resolve_left two_ne_zero

/-- For positive semidefinite `D` on orbital pairs, the exchange trace is real and at least
minus the trace, with equality if and only if `D` is antisymmetric in both pairs. -/
theorem exchangeTrace_tests_antisymmetry {D : Matrix (n × n) (n × n) ℂ}
    (hD : D.PosSemidef) :
    (exchangeTrace D).im = 0 ∧ -D.trace.re ≤ (exchangeTrace D).re ∧
      (exchangeTrace D = -D.trace ↔ PairAntisymmetric D) := by
  have hH := hD.isHermitian
  refine ⟨exchangeTrace_im hH, ?_, ?_⟩
  · have h := trace_add_exchange_nonneg hD 1 (by norm_num)
    simp only [Complex.ofReal_one, one_mul, Complex.add_re] at h
    linarith
  · have key := trace_add_exchange_eq_zero_iff hD 1 (by norm_num)
    simp only [Complex.ofReal_one, one_mul, mul_one] at key
    constructor
    · intro h
      have hc := key.mp (by rw [h]; ring)
      have col : ∀ i j p, D p (j, i) = -D p (i, j) := fun i j p => by
        linear_combination hc i j p
      -- hermiticity carries the column relation to the rows
      exact fun i j p => ⟨by rw [← hH.apply (j, i) p, col, star_neg, hH.apply], col i j p⟩
    · intro h
      have h0 := key.mpr fun i j p => by rw [(h i j p).2]; ring
      linear_combination h0

/-- For positive semidefinite `D` on orbital pairs, the exchange trace is at most the trace,
with equality if and only if `D` is symmetric in both pairs. -/
theorem exchangeTrace_tests_symmetry {D : Matrix (n × n) (n × n) ℂ}
    (hD : D.PosSemidef) :
    (exchangeTrace D).re ≤ D.trace.re ∧
      (exchangeTrace D = D.trace ↔ PairSymmetric D) := by
  have hH := hD.isHermitian
  constructor
  · have h := trace_add_exchange_nonneg hD (-1) (by norm_num)
    simp only [Complex.ofReal_neg, Complex.ofReal_one, neg_mul, one_mul,
      Complex.add_re, Complex.neg_re] at h
    linarith
  · have key := trace_add_exchange_eq_zero_iff hD (-1) (by norm_num)
    simp only [Complex.ofReal_neg, Complex.ofReal_one, neg_mul, one_mul,
      mul_neg, mul_one] at key
    constructor
    · intro h
      have hc := key.mp (by rw [h]; ring)
      have col : ∀ i j p, D p (j, i) = D p (i, j) := fun i j p => by
        linear_combination -hc i j p
      exact fun i j p => ⟨by rw [← hH.apply (j, i) p, col, hH.apply], col i j p⟩
    · intro h
      have h0 := key.mpr fun i j p => by rw [(h i j p).2]; ring
      linear_combination -h0

/-- A diagonal matrix on two orbitals with entry `1` on the pair `00`, `-1` on the pair `11`
and `0` elsewhere. -/
def indefinitePair : Matrix (Fin 2 × Fin 2) (Fin 2 × Fin 2) ℂ :=
  Matrix.diagonal fun p => if p = (0, 0) then 1 else if p = (1, 1) then -1 else 0

/-- The matrix `indefinitePair` is Hermitian and its exchange trace equals minus its trace,
yet it is not antisymmetric. -/
theorem positivity_needed :
    indefinitePair.IsHermitian ∧ exchangeTrace indefinitePair = -indefinitePair.trace ∧
      ¬ PairAntisymmetric indefinitePair := by
  refine ⟨?_, ?_, ?_⟩
  · unfold Matrix.IsHermitian indefinitePair
    rw [Matrix.diagonal_conjTranspose]
    congr 1
    funext p
    simp only [Pi.star_apply]
    split_ifs <;> simp
  · simp [exchangeTrace, indefinitePair, Matrix.trace, Fintype.sum_prod_type,
      Fin.sum_univ_two, Matrix.diagonal_apply]
  · intro h
    have h0 := (h 0 0 (0, 0)).1
    norm_num [indefinitePair, Matrix.diagonal_apply] at h0

end

end ExchangeTraceTest
```

```lean
#print axioms ExchangeTraceTest.exchangeTrace_tests_antisymmetry
-- 'ExchangeTraceTest.exchangeTrace_tests_antisymmetry' depends on axioms: [propext, Classical.choice, Quot.sound]
#print axioms ExchangeTraceTest.exchangeTrace_tests_symmetry
-- 'ExchangeTraceTest.exchangeTrace_tests_symmetry' depends on axioms: [propext, Classical.choice, Quot.sound]
#print axioms ExchangeTraceTest.positivity_needed
-- 'ExchangeTraceTest.positivity_needed' depends on axioms: [propext, Classical.choice, Quot.sound]
```

## Two bounds and their equality cases

Write X = ∑_ij D(ij,ji) for the exchange trace, `exchangeTrace D`, and tr D for the ordinary trace. The theorem `exchangeTrace_tests_antisymmetry` says that for positive semidefinite D the number X is real, that

X ≥ −tr D,

and that X = −tr D holds if and only if `PairAntisymmetric D` does. That property means, for all orbitals i, j and every pair p,

D(ji,p) = −D(ij,p) and D(p,ji) = −D(p,ij).

The companion theorem `exchangeTrace_tests_symmetry` gives X ≤ tr D, with equality if and only if D is unchanged by either exchange. The inequalities are stated for real parts and the equalities for complex numbers; since X and tr D are both real here, this makes no difference.

## Spin orbitals and positivity

The finite type `n` labels orthonormal spin orbitals. For fermions, exchanging the two labels of one pair must reverse the sign of D. A spin-summed density matrix on spatial orbitals need not obey this rule, so the test is not meant for it.

The hypothesis `D.PosSemidef` includes hermiticity and says that ⟨v, D v⟩ ≥ 0 for every vector v on ordered pairs, not only for the antisymmetric ones. For a fermionic density matrix and a normalised antisymmetric v, this number is the occupation of the pair state v, up to the normalisation of D. The trace is left free, so any normalisation convention is allowed.

In a finite spin-orbital basis, the result offers a one-number check on a two-particle density matrix stored over all ordered pairs, provided that the matrix is already known to be positive semidefinite. It concerns exact equality and sets no numerical tolerance. For more than two electrons, passing the test does not make D N-representable, that is, derivable from an N-electron state.

## The sum over pair vectors

Hermiticity gives conj D(ij,ji) = D(ji,ij). Summing over i and j and exchanging their names gives conj X = X, so X is real. This is `exchangeTrace_im`.

For the bounds, let e_ij be the unit vector of the pair ij, let s = ±1, and set

v_ij = e_ij + s e_ji.

This is `pairVec s i j`. Its quadratic form is

⟨v_ij, D v_ij⟩ = D(ij,ij) + s D(ij,ji) + s D(ji,ij) + s² D(ji,ji).

With s² = 1, summing over all i and j turns the first and last terms into tr D each, and the middle terms into s X each:

∑_ij ⟨v_ij, D v_ij⟩ = 2 (tr D + s X).

The vectors are unnormalised. For i ≠ j the normalised state is v_ij/√2, whose expectation value is half the term above. For i = j the vector is 2 e_ii when s = 1, with normalised expectation value D(ii,ii), and zero when s = −1.

Every term on the left is nonnegative, so tr D + s X ≥ 0. The choice s = 1 gives X ≥ −tr D, and s = −1 gives X ≤ tr D.

Now suppose that tr D + s X = 0. A vanishing sum of nonnegative terms has only vanishing terms, so ⟨v_ij, D v_ij⟩ = 0 for every i and j. Writing D = B†B turns this into ‖B v_ij‖² = 0, hence D v_ij = B†B v_ij = 0. Component p of this equation reads

D(p,ij) + s D(p,ji) = 0.

Conversely, if these column relations hold, every D v_ij vanishes, and the sum identity returns tr D + s X = 0.

For s = 1 the columns are therefore antisymmetric, and hermiticity carries this to the rows:

D(ji,p) = conj D(p,ji) = −conj D(p,ij) = −D(ij,p).

For s = −1 the same argument gives symmetry.

## How the lemmas follow the calculation

`mulVec_pairVec` computes D v_ij as a combination of two columns. In `sum_expectation`, the step `quad` is the four-term expansion, and `Finset.sum_comm` performs the relabelling of i and j.

`trace_add_exchange_nonneg` adds up the nonnegative terms. The order on complex numbers used there makes 0 ≤ z mean that z is real and nonnegative. `trace_add_exchange_eq_zero_iff` handles equality: `Finset.sum_eq_zero_iff_of_nonneg`, applied once for i and once for j, isolates a single term, and `dotProduct_mulVec_zero_iff` passes from a zero quadratic form to D v_ij = 0.

The two main theorems set s to 1 and −1. Their rewriting with `hH.apply` is the passage from columns to rows.

## One orbital, two orbitals and an indefinite matrix

With one orbital, D is a single number d ≥ 0 and X = tr D = d. Equality with −tr D forces d = 0: one spin orbital cannot hold two fermions.

With two orbitals 0 and 1, let the only nonzero entries be

D(01,01) = D(10,10) = 0.5 and D(01,10) = D(10,01) = −0.3.

The nonzero eigenvalues are 0.8 and 0.2, so D is positive semidefinite. Here tr D = 1 and X = −0.6, which lies above −1, and D is not antisymmetric. Replacing −0.3 by −0.5 gives X = −1 and the density matrix of the normalised determinant (e_01 − e_10)/√2.

The equality test fails for Hermitian matrices in general. The diagonal matrix `indefinitePair` has D(00,00) = 1, D(11,11) = −1 and zeros elsewhere. Its trace and exchange trace are both 0, so X = −tr D, yet antisymmetry would require D(00,00) = −D(00,00). This is `positivity_needed`.
